# The Pauli Hamiltonian (σ·π)²/(2m) contains a magnetic term with g = 2

Q: A slow electron enters a magnetic field, and its two spin states split in energy. Without the field, (σ·p)² is just p², and spin drops out. Why should replacing p by the kinetic momentum π bring it back?

A: Because the components of π don't commute. Take ħ = c = 1, number the axes 0, 1, 2, and let π = p − qW, with charge q and vector potential W (usually called A, a letter the code uses for its algebra). Then

[π₀, π₁] = −q[p₀, W₁] − q[W₀, p₁] = iq(∂₀W₁ − ∂₁W₀) = iqB₂,

and cyclically for the other pairs. The code starts from these commutators, in any complex algebra `A` of operators.

```lean
import Mathlib

open Complex (I)
open scoped Polynomial

namespace MinimalCoupling

noncomputable section

variable {A : Type*} [Ring A] [Algebra ℂ A]
```

Q: Does operator order survive in its vector products?

A: Yes. Both products keep the first triple on the left, so π × π need not vanish.

```lean
/-- The scalar product `a·b` of two triples of operators, in this operator order. -/
def dot (a b : Fin 3 → A) : A := ∑ k, a k * b k

/-- The vector product `a × b` of two triples of operators, with `a` kept to the left of `b`. -/
def cross (a b : Fin 3 → A) : Fin 3 → A :=
  ![a 1 * b 2 - a 2 * b 1, a 2 * b 0 - a 0 * b 2, a 0 * b 1 - a 1 * b 0]
```

Q: And what are spin and field here?

A: Spin is three elements with the Pauli multiplication rules. For q ≠ 0, the field is whatever the commutators of π yield, so its components may be operators that vary in space.

```lean
/-- Pauli elements: each squares to one, and the product of two in cyclic order is
`i` times the third. -/
structure IsPauli (σ : Fin 3 → A) : Prop where
  sq : ∀ k, σ k * σ k = 1
  p01 : σ 0 * σ 1 = I • σ 2
  p12 : σ 1 * σ 2 = I • σ 0
  p20 : σ 2 * σ 0 = I • σ 1

/-- Kinetic momenta `π` of a charge `q` in a magnetic field `B`, with `ħ = 1`:
`[π_i, π_j] = i q B_k` for cyclic `(i, j, k)`. -/
structure IsKineticMomentum (q : ℂ) (π B : Fin 3 → A) : Prop where
  c01 : π 0 * π 1 - π 1 * π 0 = (I * q) • B 2
  c12 : π 1 * π 2 - π 2 * π 1 = (I * q) • B 0
  c20 : π 2 * π 0 - π 0 * π 2 = (I * q) • B 1
```

Q: I see σ₀σ₁ = iσ₂, but not σ₁σ₀ = −iσ₂.

A: It follows. Multiply σ₁σ₂ = iσ₀ by σ₁ on the left. Since σ₁² = 1, this gives σ₂ = iσ₁σ₀, hence σ₁σ₀ = −iσ₂. The lemma does this for general x, y, z.

```lean
/-- If `x² = 1` and `x y = i z`, then `x z = -i y`. This gives the Pauli products in
reversed order. -/
theorem reversed_product {x y z : A} (hx : x * x = 1) (hxy : x * y = I • z) :
    x * z = -(I • y) := by
  have h : I • (x * z) = y := by
    rw [← mul_smul_comm, ← hxy, ← mul_assoc, hx, one_mul]
  rw [← h, smul_smul, Complex.I_mul_I, neg_one_smul, neg_neg]
```

Q: Now the product of two spin projections, please.

A: Let the components of a commute with σ, as orbital operators do. Moving each aᵢ past σⱼ gives

(σ·a)(σ·b) = Σᵢⱼ σᵢσⱼ aᵢbⱼ.

The terms with i = j add up to a·b. The pair 0, 1 gives

σ₀σ₁ a₀b₁ + σ₁σ₀ a₁b₀ = iσ₂(a₀b₁ − a₁b₀),

and the other two pairs complete iσ·(a × b). In the proof, `h` moves the spin factors and `simp only` expands the nine products.

```lean
/-- The Pauli identity `(σ·a)(σ·b) = a·b + i σ·(a × b)` for operator triples, where the
components of `a` commute with the Pauli elements. -/
theorem pauli_identity {σ a b : Fin 3 → A} (hσ : IsPauli σ)
    (hc : ∀ i j, Commute (σ i) (a j)) :
    dot σ a * dot σ b = dot a b + I • dot σ (cross a b) := by
  -- move the spin factors to the left
  have h : ∀ i j, σ i * a i * (σ j * b j) = (σ i * σ j) * (a i * b j) := by
    intro i j
    calc σ i * a i * (σ j * b j) = σ i * (a i * σ j) * b j := by simp only [mul_assoc]
      _ = σ i * (σ j * a i) * b j := by rw [(hc j i).eq]
      _ = (σ i * σ j) * (a i * b j) := by simp only [mul_assoc]
  have p10 := reversed_product (hσ.sq 1) hσ.p12
  have p21 := reversed_product (hσ.sq 2) hσ.p20
  have p02 := reversed_product (hσ.sq 0) hσ.p01
  have c0 : cross a b 0 = a 1 * b 2 - a 2 * b 1 := rfl
  have c1 : cross a b 1 = a 2 * b 0 - a 0 * b 2 := rfl
  have c2 : cross a b 2 = a 0 * b 1 - a 1 * b 0 := rfl
  simp only [dot, Fin.sum_univ_three, c0, c1, c2, mul_add, add_mul, mul_sub, h, hσ.sq,
    hσ.p01, hσ.p12, hσ.p20, p10, p21, p02, one_mul, neg_mul, smul_mul_assoc]
  module
```

Q: What does the final `module` do?

A: It treats each operator product, such as σ₂(a₀b₁), as an indivisible vector, collects its complex coefficients on both sides and compares them. It never reorders factors, so it is safe for noncommuting operators. The expansion must come first, because `module` doesn't multiply out operator products itself.

Q: Then where does the field enter?

A: Set a = b = π. The commutators say π × π = iqB, so

(σ·π)² = π·π + iσ·(iqB) = π·π − qσ·B.

The lines `c0`, `c1`, `c2` insert the commutators, and `hI` is i·iq = −q.

```lean
/-- Minimal coupling produces the magnetic term: `(σ·π)² = π·π - q σ·B` for kinetic momenta
that commute with the Pauli elements. -/
theorem sigma_dot_pi_sq {q : ℂ} {σ π B : Fin 3 → A} (hσ : IsPauli σ)
    (hc : ∀ i j, Commute (σ i) (π j)) (hπ : IsKineticMomentum q π B) :
    dot σ π * dot σ π = dot π π - q • dot σ B := by
  -- the vector product of the momenta with themselves is the field
  have c0 : cross π π 0 = (I * q) • B 0 := hπ.c12
  have c1 : cross π π 1 = (I * q) • B 1 := hπ.c20
  have c2 : cross π π 2 = (I * q) • B 2 := hπ.c01
  have hI : I * (I * q) = -q := by rw [← mul_assoc, Complex.I_mul_I, neg_one_mul]
  rw [pauli_identity hσ hc]
  simp only [dot, Fin.sum_univ_three, c0, c1, c2, mul_smul_comm, smul_add, smul_smul, hI]
  module
```

Q: And with the charge switched off?

A: At q = 0 the momenta commute and (σ·π)² = π·π, your free-particle result.

Q: How do I read off g?

A: Divide by 2m, where m is the mass, and write the spin as S = σ/2. The magnetic term is

−(q/2m) σ·B = −2(q/2m) S·B.

With the convention −g(q/2m) S·B, where q carries its sign, g = 2 fits. Conversely, if some g fits, subtracting the two expressions leaves

((g − 2)q/(4m)) σ·B = 0.

For nonzero q, m and σ·B, this forces g = 2. If q or σ·B vanished, every g would fit.

```lean
/-- The Pauli Hamiltonian `(σ·π)² / (2m)`, for mass `m ≠ 0`. -/
def pauliHamiltonian (m : ℂ) (σ π : Fin 3 → A) : A :=
  (1 / (2 * m)) • (dot σ π * dot σ π)

/-- The spin `S = σ/2`, with `ħ = 1`. -/
def spin (σ : Fin 3 → A) : Fin 3 → A := fun k => (1 / 2 : ℂ) • σ k

/-- The Pauli Hamiltonian has the form `π²/(2m) - g (q/2m) S·B` exactly when `g = 2`, provided the
mass, the charge and `σ·B` are nonzero and `π` are kinetic momenta in the field `B` that commute
with the Pauli elements. -/
theorem g_factor_eq_two {q m g : ℂ} {σ π B : Fin 3 → A} (hσ : IsPauli σ)
    (hc : ∀ i j, Commute (σ i) (π j)) (hπ : IsKineticMomentum q π B)
    (hm : m ≠ 0) (hq : q ≠ 0) (hB : dot σ B ≠ 0) :
    pauliHamiltonian m σ π
      = (1 / (2 * m)) • dot π π - (g * (q / (2 * m))) • dot (spin σ) B ↔ g = 2 := by
  have hS : dot (spin σ) B = (1 / 2 : ℂ) • dot σ B := by
    simp only [dot, spin, smul_mul_assoc, Finset.smul_sum]
  rw [pauliHamiltonian, sigma_dot_pi_sq hσ hc hπ, hS]
  constructor
  · intro e
    -- compare the coefficients of the magnetic term
    have h : ((g - 2) * q / (4 * m)) • dot σ B = 0 := by
      linear_combination (norm := module) e
    have h0 := (smul_eq_zero.mp h).resolve_right hB
    have h1 : g - 2 = ((g - 2) * q / (4 * m)) * (4 * m / q) := by field_simp
    rw [h0, zero_mul] at h1
    linear_combination h1
  · rintro rfl
    module
```

In the proof, `linear_combination (norm := module) e` performs that subtraction, and `smul_eq_zero` says that the coefficient or σ·B must vanish. The theorem allows complex q, m and g; physical values are real.

Q: But you chose (σ·π)²/(2m). Had you started from π²/(2m), there would be no spin term.

A: True: `pauliHamiltonian` is a definition, and minimal coupling alone doesn't select it. The Dirac Hamiltonian supplies a physical reason. In block form it has ±m on the diagonal and σ·π off it. Its square has m² + (σ·π)² in both diagonal blocks, while the off-diagonal terms mσ·π − σ·π m cancel.

```lean
/-- The Dirac Hamiltonian `α·π + β m` in two-by-two block form, with `c = 1`. -/
def diracHamiltonian (m : ℂ) (σ π : Fin 3 → A) : Matrix (Fin 2) (Fin 2) A :=
  !![m • 1, dot σ π; dot σ π, -(m • 1)]

/-- The square of the Dirac Hamiltonian is block diagonal, with `m² + π·π - q σ·B` in both
blocks, for kinetic momenta that commute with the Pauli elements. -/
theorem diracHamiltonian_sq {q : ℂ} (m : ℂ) {σ π B : Fin 3 → A} (hσ : IsPauli σ)
    (hc : ∀ i j, Commute (σ i) (π j)) (hπ : IsKineticMomentum q π B) :
    diracHamiltonian m σ π * diracHamiltonian m σ π
      = Matrix.diagonal fun _ => (m * m) • (1 : A) + dot π π - q • dot σ B := by
  have h := sigma_dot_pi_sq hσ hc hπ
  refine Matrix.ext fun i j => ?_
  fin_cases i <;> fin_cases j <;>
    simp [diracHamiltonian, Matrix.mul_apply, Fin.sum_univ_two, h, smul_smul] <;> module
```

The proof compares the four blocks and inserts the previous identity. For an energy E = m + ε with ε much smaller than m, E² − m² ≈ 2mε, which leads to ε ≈ (σ·π)²/(2m). That approximation is a physicist's estimate, with no theorem behind it here.

Q: Could I feed in a field with magnetic charges?

A: Not with magnetic charge in the region where the operators act, if q ≠ 0. The Jacobi identity reads

[π₀, [π₁, π₂]] + [π₁, [π₂, π₀]] + [π₂, [π₀, π₁]] = 0.

Inserting the commutators gives iq Σₖ [πₖ, Bₖ] = 0, and iq can be divided out. For an ordinary field function, [πₖ, Bₖ] = −i∂ₖBₖ, so this is div B = 0. It doesn't exclude a monopole at a point that has been removed from the space. In Lean, `noncomm_ring` cancels the triple products.

```lean
/-- The operator form of `div B = 0`: for kinetic momenta `π` of a nonzero charge in a field `B`,
the commutators `[π_k, B_k]` sum to zero. -/
theorem field_divergence_free {q : ℂ} {π B : Fin 3 → A} (hπ : IsKineticMomentum q π B)
    (hq : q ≠ 0) : ∑ k, (π k * B k - B k * π k) = 0 := by
  have e : ∀ k, (I * q) • (π k * B k - B k * π k)
      = π k * ((I * q) • B k) - ((I * q) • B k) * π k := by
    intro k
    rw [smul_sub, mul_smul_comm, smul_mul_assoc]
  -- after multiplication by `i q` this is the Jacobi identity
  have h : (I * q) • ∑ k, (π k * B k - B k * π k) = 0 := by
    rw [Fin.sum_univ_three, smul_add, smul_add, e 0, e 1, e 2, ← hπ.c12, ← hπ.c20, ← hπ.c01]
    noncomm_ring
  exact (smul_eq_zero.mp h).resolve_left (mul_ne_zero Complex.I_ne_zero hq)
```

Q: Does anything satisfy all these assumptions?

A: A uniform field b along axis 2 does. Let the wave functions be two-component polynomials in x, and take

π₀ = x, π₁ = −iqb d/dx, π₂ = 0.

Here x stands for the value of π₀, not for a position, and there is no motion along the field. Nonzero polynomials aren't square-integrable over the real line, so they aren't physical states; the example shows only that the algebraic assumptions are consistent. Since (d/dx)x − x(d/dx) = 1, we get [π₀, π₁] = iqb; the other commutators vanish.

```lean
/-- An operator on polynomial wave functions, acting alike on both spin components. -/
def onSpinor (T : Module.End ℂ ℂ[X]) : Matrix (Fin 2) (Fin 2) (Module.End ℂ ℂ[X]) :=
  !![T, 0; 0, T]

/-- The Pauli matrices acting on two-component polynomial wave functions. -/
def pauliMatrix : Fin 3 → Matrix (Fin 2) (Fin 2) (Module.End ℂ ℂ[X]) :=
  ![!![0, 1; 1, 0], !![0, -(I • 1); I • 1, 0], !![1, 0; 0, -1]]

/-- The momentum triple `(x, -i q b d/dx, 0)` on polynomials. -/
def planarMomentum (q b : ℂ) : Fin 3 → Module.End ℂ ℂ[X] :=
  ![LinearMap.mulLeft ℂ Polynomial.X, (-(I * q * b)) • Polynomial.derivative, 0]

/-- The uniform field `(0, 0, b)` as a triple of operators on polynomials. -/
def uniformField (b : ℂ) : Fin 3 → Module.End ℂ ℂ[X] := ![0, 0, b • 1]

/-- The Pauli matrices, the planar momenta and the uniform field `(0, 0, b)` satisfy the
relations of minimal coupling, and `σ·B` is nonzero when `b` is. -/
theorem minimalCoupling_witness (q b : ℂ) :
    IsPauli pauliMatrix ∧
    (∀ i j, Commute (pauliMatrix i) (onSpinor (planarMomentum q b j))) ∧
    IsKineticMomentum q (fun k => onSpinor (planarMomentum q b k))
      (fun k => onSpinor (uniformField b k)) ∧
    (b ≠ 0 → dot pauliMatrix (fun k => onSpinor (uniformField b k)) ≠ 0) := by
  -- commutators of orbital operators carry over to spinors
  have lift : ∀ {S T U : Module.End ℂ ℂ[X]} {c : ℂ}, S * T - T * S = c • U →
      onSpinor S * onSpinor T - onSpinor T * onSpinor S = c • onSpinor U := by
    intro S T U c h
    refine Matrix.ext fun i j => ?_
    fin_cases i <;> fin_cases j <;>
      simp [onSpinor, h]
  -- the canonical commutator of differentiation and multiplication
  have hd : (Polynomial.derivative : Module.End ℂ ℂ[X]) * LinearMap.mulLeft ℂ Polynomial.X
      - LinearMap.mulLeft ℂ Polynomial.X * Polynomial.derivative = 1 := by
    refine LinearMap.ext fun f => ?_
    simp [Module.End.mul_apply, Polynomial.derivative_mul]
  -- signs move out of products of operators
  have hl : ∀ S T : Module.End ℂ ℂ[X], -S * T = -(S * T) := fun S T => neg_mul S T
  have hr : ∀ S T : Module.End ℂ ℂ[X], S * -T = -(S * T) := fun S T => mul_neg S T
  refine ⟨⟨?_, ?_, ?_, ?_⟩, ?_, ⟨lift ?_, lift ?_, lift ?_⟩, ?_⟩
  · intro k
    refine Matrix.ext fun i j => ?_
    fin_cases k <;> fin_cases i <;> fin_cases j <;>
      simp [pauliMatrix, Matrix.mul_apply, Fin.sum_univ_two, smul_smul, hl, hr]
  iterate 3
    · refine Matrix.ext fun i j => ?_
      fin_cases i <;> fin_cases j <;>
        simp [pauliMatrix, Matrix.mul_apply, Fin.sum_univ_two, smul_smul, hl, hr]
  · intro k l
    refine Matrix.ext fun i j => ?_
    fin_cases k <;> fin_cases i <;> fin_cases j <;>
      simp [pauliMatrix, onSpinor, Matrix.mul_apply, Fin.sum_univ_two, hl, hr]
  · change LinearMap.mulLeft ℂ Polynomial.X * ((-(I * q * b)) • Polynomial.derivative)
      - ((-(I * q * b)) • Polynomial.derivative) * LinearMap.mulLeft ℂ Polynomial.X
      = (I * q) • (b • (1 : Module.End ℂ ℂ[X]))
    rw [← hd, mul_smul_comm, smul_mul_assoc]
    module
  · simp [planarMomentum, uniformField]
  · simp [planarMomentum, uniformField]
  · intro hb h
    have h00 := congrArg (fun M => (M 0 0) (1 : ℂ[X])) h
    simp [dot, Fin.sum_univ_three, pauliMatrix, onSpinor, uniformField, hb] at h00

end

end MinimalCoupling
```

The proof checks the Pauli relations entry by entry. `hd` is the derivative rule, and `lift` carries orbital commutators over to spinors. For b ≠ 0, the upper-left entry of σ·B sends the constant polynomial 1 to b, so σ·B is nonzero.

Q: What still separates this from my electron?

A: The passage from algebra to self-adjoint operators on a Hilbert space, with their domains. Within its scope of one particle in a magnetic field, without radiative corrections, the result gives the spin Zeeman term used in nonrelativistic two-component electronic-structure Hamiltonians. Radiative corrections shift the electron's g slightly away from 2.

```lean
#print axioms MinimalCoupling.g_factor_eq_two
#print axioms MinimalCoupling.diracHamiltonian_sq
#print axioms MinimalCoupling.field_divergence_free
```

```
'MinimalCoupling.g_factor_eq_two' depends on axioms: [propext, Classical.choice, Quot.sound]
'MinimalCoupling.diracHamiltonian_sq' depends on axioms: [propext, Classical.choice, Quot.sound]
'MinimalCoupling.field_divergence_free' depends on axioms: [propext, Classical.choice, Quot.sound]
```
